# The (1,1,1) and (−1,−1,−1) reflections of zincblende have equal intensity exactly when Im(f_A f_B*) = 0

A GaAs wafer cut perpendicular to a [111] axis has two unlike faces, one ending in gallium and the other in arsenic. X-rays reflected from the two sides measure the reflections (1,1,1) and (−1,−1,−1). Can their intensities tell the faces apart?

In the kinematic model used here, each atom \(j\) has a scattering factor \(f_j\) and a position \(r_j\) in fractional coordinates. A real \(f_j\) describes scattering without absorption; absorption gives \(f_j\) an imaginary part, which jumps at an absorption edge. This imaginary part is the anomalous scattering that matters below. In the code the atoms are labelled by a finite type `ι`.

```lean
import Mathlib

open ComplexConjugate

namespace FriedelZincblende

noncomputable section

variable {ι : Type*} [Fintype ι]
```

## Phases and the structure factor

A reflection is an integer triple \(h=(h_0,h_1,h_2)\), often written \((h,k,l)\), as in some of the code comments. Its phase at position \(x\) is

\[
\varphi_h(x)=2\pi\sum_{k=0}^{2}h_kx_k .
\]

```lean
/-- The phase `2π h·x` of reflection `h` at the fractional position `x`. -/
def phase (h : Fin 3 → ℤ) (x : Fin 3 → ℝ) : ℝ :=
  2 * Real.pi * ∑ k, (h k : ℝ) * x k
```

The structure factor adds the scattered waves, with a positive sign in the exponent:

\[
F(h)=\sum_j f_j\,e^{i\varphi_h(r_j)} .
\]

The factors carry no dependence on \(h\): one inserts their values for the wavelength and scattering angle at hand, and the same values serve \(h\) and \(-h\). "Intensity" means \(|F|^2\), without corrections for absorption, extinction or multiple scattering.

```lean
/-- The structure factor of a cell with scattering factors `f` and fractional positions `r`. -/
def structureFactor (f : ι → ℂ) (r : ι → Fin 3 → ℝ) (h : Fin 3 → ℤ) : ℂ :=
  ∑ j, f j * Complex.exp ((phase h (r j) : ℂ) * Complex.I)
```

The cubic cell of zincblende is built from the four fcc lattice points

\[
(0,0,0),\quad (0,\tfrac12,\tfrac12),\quad (\tfrac12,0,\tfrac12),\quad (\tfrac12,\tfrac12,0).
\]

```lean
/-- The four lattice points of the face-centred cubic cell. -/
def fccShift : Fin 4 → Fin 3 → ℝ :=
  ![![0, 0, 0], ![0, 1/2, 1/2], ![1/2, 0, 1/2], ![1/2, 1/2, 0]]
```

Each carries an atom with factor \(f_A\) and, displaced by \((\tfrac14,\tfrac14,\tfrac14)\), one with factor \(f_B\). An atom's label is a pair: the first entry selects the lattice point, the second the species. The direction of the displacement from A to B, together with the sign in the exponent, fixes the sign of the final result; moving the origin would not change any intensity.

```lean
/-- The structure factor of the eight-atom zincblende cell: at each fcc lattice point an atom
`fA`, and an atom `fB` displaced from it by (1/4, 1/4, 1/4). -/
def zincblende (fA fB : ℂ) (h : Fin 3 → ℤ) : ℂ :=
  structureFactor (fun p : Fin 4 × Fin 2 => (![fA, fB] : Fin 2 → ℂ) p.2)
    (fun p k => fccShift p.1 k + (![0, 1/4] : Fin 2 → ℝ) p.2) h
```

## Real factors give equal amplitudes

Since the phase is linear in \(h\), reversing the reflection reverses it: \(\varphi_{-h}(x)=-\varphi_h(x)\).

```lean
/-- Reversing the reflection reverses the phase at every position. -/
theorem phase_neg (h : Fin 3 → ℤ) (x : Fin 3 → ℝ) : phase (-h) x = -phase h x := by
  simp only [phase, Fin.sum_univ_three, Pi.neg_apply]
  push_cast
  ring
```

If every \(f_j\) is real, complex conjugation acts only on the exponentials, and

\[
F(h)^*=\sum_j f_j\,e^{-i\varphi_h(r_j)}=\sum_j f_j\,e^{i\varphi_{-h}(r_j)}=F(-h).
\]

This is Friedel's law. Lean expresses reality by the type `f : ι → ℝ`, and the `simp only` call moves the conjugation through the sum, the products and the exponential.

```lean
/-- Friedel's law: for real scattering factors, the structure factors of opposite reflections
are complex conjugates. -/
theorem friedel_law (f : ι → ℝ) (r : ι → Fin 3 → ℝ) (h : Fin 3 → ℤ) :
    structureFactor (fun j => (f j : ℂ)) r (-h)
      = conj (structureFactor (fun j => (f j : ℂ)) r h) := by
  simp only [structureFactor, map_sum, map_mul, Complex.conj_ofReal, ← Complex.exp_conj,
    Complex.conj_I, phase_neg, Complex.ofReal_neg, neg_mul, mul_neg]
```

A number and its conjugate have the same modulus, so \(|F(-h)|=|F(h)|\). With real factors the two faces of the wafer therefore give the same intensity.

```lean
/-- For real scattering factors, opposite reflections have equal amplitudes. -/
theorem friedel_amplitude (f : ι → ℝ) (r : ι → Fin 3 → ℝ) (h : Fin 3 → ℤ) :
    ‖structureFactor (fun j => (f j : ℂ)) r (-h)‖
      = ‖structureFactor (fun j => (f j : ℂ)) r h‖ := by
  rw [friedel_law, Complex.norm_conj]
```

## The difference as a sum over pairs

For complex factors, write \(\varphi_i=\varphi_h(r_i)\) and expand \(|F|^2=FF^*\):

\[
|F(h)|^2=\sum_{i,j}\operatorname{Re}\!\left[f_if_j^*e^{i(\varphi_i-\varphi_j)}\right]
=\sum_{i,j}\left[\operatorname{Re}(f_if_j^*)\cos(\varphi_i-\varphi_j)-\operatorname{Im}(f_if_j^*)\sin(\varphi_i-\varphi_j)\right].
\]

The proof follows this expansion: `Finset.sum_mul_sum` produces the double sum, and each term is compared through its real and imaginary parts.

```lean
/-- The intensity of a reflection as a sum over pairs of atoms. -/
theorem intensity_eq (f : ι → ℂ) (r : ι → Fin 3 → ℝ) (h : Fin 3 → ℤ) :
    ‖structureFactor f r h‖ ^ 2 = ∑ i, ∑ j,
      ((f i * conj (f j)).re * Real.cos (phase h (r i) - phase h (r j))
        - (f i * conj (f j)).im * Real.sin (phase h (r i) - phase h (r j))) := by
  have e : ‖structureFactor f r h‖ ^ 2
      = (structureFactor f r h * conj (structureFactor f r h)).re := by
    rw [Complex.mul_conj, Complex.ofReal_re, Complex.normSq_eq_norm_sq]
  rw [e, structureFactor, map_sum, Finset.sum_mul_sum, Complex.re_sum]
  refine Finset.sum_congr rfl fun i _ => ?_
  rw [Complex.re_sum]
  refine Finset.sum_congr rfl fun j _ => ?_
  simp only [Complex.mul_re, Complex.mul_im, Complex.conj_re, Complex.conj_im,
    Complex.exp_ofReal_mul_I_re, Complex.exp_ofReal_mul_I_im, Real.cos_sub, Real.sin_sub]
  ring
```

Under \(h\to-h\) the cosine terms stay and the sine terms change sign. Subtraction leaves

\[
|F(h)|^2-|F(-h)|^2=-2\sum_{i,j}\operatorname{Im}(f_if_j^*)\sin(\varphi_i-\varphi_j).
\]

A pair of atoms contributes only if its factors differ in phase by something other than a multiple of \(\pi\). Complex factors with one common phase give no difference.

```lean
/-- The intensity difference of opposite reflections, for any cell and any complex scattering
factors, is a sum over pairs of atoms of `Im (f i conj (f j))` times the sine of their phase
difference, multiplied by -2. -/
theorem friedel_pair_difference (f : ι → ℂ) (r : ι → Fin 3 → ℝ) (h : Fin 3 → ℤ) :
    ‖structureFactor f r h‖ ^ 2 - ‖structureFactor f r (-h)‖ ^ 2
      = -2 * ∑ i, ∑ j, (f i * conj (f j)).im
          * Real.sin (phase h (r i) - phase h (r j)) := by
  rw [intensity_eq f r h, intensity_eq f r (-h)]
  simp only [Finset.mul_sum, ← Finset.sum_sub_distrib]
  refine Finset.sum_congr rfl fun i _ => Finset.sum_congr rfl fun j _ => ?_
  have e : phase (-h) (r i) - phase (-h) (r j) = -(phase h (r i) - phase h (r j)) := by
    rw [phase_neg, phase_neg]
    ring
  rw [e, Real.cos_neg, Real.sin_neg]
  ring
```

## An inversion centre removes the difference

Suppose inversion through the origin maps atom \(j\) to an atom \(\sigma(j)\) with the same factor, so that \(r_{\sigma(j)}=-r_j+n_j\) with \(n_j\) a lattice vector. Then

\[
\varphi_{-h}(r_{\sigma(j)})=\varphi_h(r_j)-2\pi\sum_k h_k(n_j)_k .
\]

The last term is a whole number of turns. Relabelling the sum by \(\sigma\) gives \(F(-h)=F(h)\), whatever the complex factors. If the inversion centre lies elsewhere, moving the origin to it multiplies each structure factor by a phase factor; the intensities of \(h\) and \(-h\) are then still equal, though \(F(h)\) and \(F(-h)\) themselves may differ. In Lean, which treats the centre at the origin, `σ` is a permutation of the atoms, `hf` states equality of factors and `hr` the relation between positions; `Equiv.sum_comp` does the relabelling.

```lean
/-- If inversion through the origin carries each atom to one with the same scattering factor,
up to a lattice vector `n`, then opposite reflections have equal structure factors, even for
complex scattering factors. -/
theorem centrosymmetric (f : ι → ℂ) (r : ι → Fin 3 → ℝ) (h : Fin 3 → ℤ)
    (σ : Equiv.Perm ι) (n : ι → Fin 3 → ℤ) (hf : ∀ j, f (σ j) = f j)
    (hr : ∀ j k, r (σ j) k = -r j k + n j k) :
    structureFactor f r (-h) = structureFactor f r h := by
  unfold structureFactor
  -- relabel the atoms by the inversion
  refine (Equiv.sum_comp σ (fun j => f j *
    Complex.exp ((phase (-h) (r j) : ℂ) * Complex.I))).symm.trans
    (Finset.sum_congr rfl fun j _ => ?_)
  have e : phase (-h) (r (σ j)) = phase h (r j)
      + ((-(h 0 * n j 0 + h 1 * n j 1 + h 2 * n j 2) : ℤ) : ℝ) * (2 * Real.pi) := by
    simp only [phase, Fin.sum_univ_three, hr, Pi.neg_apply]
    push_cast
    ring
  have e' : Complex.exp ((phase (-h) (r (σ j)) : ℂ) * Complex.I)
      = Complex.exp ((phase h (r j) : ℂ) * Complex.I) := by
    refine Complex.exp_eq_exp_iff_exists_int.2
      ⟨-(h 0 * n j 0 + h 1 * n j 1 + h 2 * n j 2), ?_⟩
    rw [e]
    push_cast
    ring
  simp only [hf, e']
```

## Zincblende with indices of equal parity

Let \(h_0,h_1,h_2\) be all even or all odd, which the code states as evenness of \(h_0+h_1\) and \(h_1+h_2\). Put \(h_0+h_1=2p\) and \(h_1+h_2=2m\). The scalar products of \(h\) with the four fcc points are then

\[
0,\quad m,\quad p+m-h_1,\quad p,
\]

all integers. The four lattice points scatter in phase, and only the displacement of the B atoms leaves a phase:

\[
F(h)=4\left(f_A+f_Be^{i\theta}\right),\qquad \theta=\frac{\pi(h_0+h_1+h_2)}{2}.
\]

The step `key` supplies the four integers, and `hterm` removes the corresponding turns from the exponentials.

```lean
/-- For zincblende reflections with indices of equal parity, the structure factor is
`4 (fA + fB exp(iπ(h+k+l)/2))`. -/
theorem zincblende_unmixed (fA fB : ℂ) (h : Fin 3 → ℤ)
    (h01 : Even (h 0 + h 1)) (h12 : Even (h 1 + h 2)) :
    zincblende fA fB h = 4 * (fA + fB * Complex.exp
      (((Real.pi * ((h 0 : ℝ) + h 1 + h 2) / 2 : ℝ) : ℂ) * Complex.I)) := by
  obtain ⟨p, hp⟩ := h01
  obtain ⟨m, hm⟩ := h12
  have hp' : (h 0 : ℝ) + h 1 = p + p := by exact_mod_cast hp
  have hm' : (h 1 : ℝ) + h 2 = m + m := by exact_mod_cast hm
  -- each fcc translation contributes a whole number of turns
  have key : ∀ a : Fin 4, ∃ N : ℤ, (h 0 : ℝ) * fccShift a 0 + h 1 * fccShift a 1
      + h 2 * fccShift a 2 = N := by
    intro a
    fin_cases a
    · exact ⟨0, by simp [fccShift]⟩
    · exact ⟨m, by simp [fccShift]; linarith⟩
    · exact ⟨p + m - h 1, by simp [fccShift]; linarith⟩
    · exact ⟨p, by simp [fccShift]; linarith⟩
  have hterm : ∀ (a : Fin 4) (b : ℝ),
      Complex.exp ((phase h (fun k => fccShift a k + b) : ℂ) * Complex.I)
        = Complex.exp (((2 * Real.pi * (((h 0 : ℝ) + h 1 + h 2) * b) : ℝ) : ℂ)
            * Complex.I) := by
    intro a b
    obtain ⟨N, hN⟩ := key a
    have e : phase h (fun k => fccShift a k + b)
        = 2 * Real.pi * (((h 0 : ℝ) + h 1 + h 2) * b) + N * (2 * Real.pi) := by
      simp only [phase, Fin.sum_univ_three]
      linear_combination 2 * Real.pi * hN
    refine Complex.exp_eq_exp_iff_exists_int.2 ⟨N, ?_⟩
    rw [e]
    push_cast
    ring
  have e2 : 2 * Real.pi * (((h 0 : ℝ) + h 1 + h 2) * (1 / 4))
      = Real.pi * ((h 0 : ℝ) + h 1 + h 2) / 2 := by ring
  simp only [zincblende, structureFactor, Fintype.sum_prod_type, hterm, Finset.sum_const,
    Finset.card_univ, Fintype.card_fin, nsmul_eq_mul, Fin.sum_univ_two,
    Matrix.cons_val_zero, Matrix.cons_val_one, mul_zero, Complex.ofReal_zero, zero_mul,
    Complex.exp_zero, mul_one, e2, Nat.cast_ofNat]
```

The parity condition matters. For \(h=(1,0,0)\) the fcc points contribute \(1+1-1-1=0\), so \(F(h)=0\), whereas the formula would give \(4(f_A+if_B)\), which is 4 for \(f_A=1\), \(f_B=0\).

With equal parity,

\[
|F(h)|^2=16\left[|f_A|^2+|f_B|^2+2\operatorname{Re}(f_Af_B^*)\cos\theta+2\operatorname{Im}(f_Af_B^*)\sin\theta\right].
\]

The reflection \(-h\) has the same parity and phase \(-\theta\), so only the last term survives subtraction:

\[
|F(h)|^2-|F(-h)|^2=64\sin\theta\,\operatorname{Im}(f_Af_B^*).
\]

The proof first transfers the parity conditions to \(-h\), then replaces the angle by a single variable `θ` and finishes with `ring`.

```lean
/-- For zincblende reflections with indices of equal parity, the intensity difference of
opposite reflections is `64 sin(π(h+k+l)/2) Im(fA conj fB)`. -/
theorem zincblende_difference (fA fB : ℂ) (h : Fin 3 → ℤ)
    (h01 : Even (h 0 + h 1)) (h12 : Even (h 1 + h 2)) :
    ‖zincblende fA fB h‖ ^ 2 - ‖zincblende fA fB (-h)‖ ^ 2
      = 64 * Real.sin (Real.pi * ((h 0 : ℝ) + h 1 + h 2) / 2) * (fA * conj fB).im := by
  have n01 : Even ((-h) 0 + (-h) 1) := by
    have e : (-h) 0 + (-h) 1 = -(h 0 + h 1) := by simp only [Pi.neg_apply]; ring
    rw [e]
    exact h01.neg
  have n12 : Even ((-h) 1 + (-h) 2) := by
    have e : (-h) 1 + (-h) 2 = -(h 1 + h 2) := by simp only [Pi.neg_apply]; ring
    rw [e]
    exact h12.neg
  have e : Real.pi * (((-h) 0 : ℝ) + ((-h) 1 : ℤ) + ((-h) 2 : ℤ)) / 2
      = -(Real.pi * ((h 0 : ℝ) + h 1 + h 2) / 2) := by
    simp only [Pi.neg_apply]
    push_cast
    ring
  rw [zincblende_unmixed fA fB h h01 h12, zincblende_unmixed fA fB (-h) n01 n12, e]
  generalize Real.pi * ((h 0 : ℝ) + h 1 + h 2) / 2 = θ
  simp only [Complex.sq_norm, Complex.normSq_apply, Complex.mul_re, Complex.mul_im,
    Complex.add_re, Complex.add_im, Complex.re_ofNat, Complex.im_ofNat,
    Complex.exp_ofReal_mul_I_re, Complex.exp_ofReal_mul_I_im, Real.cos_neg, Real.sin_neg,
    Complex.conj_re, Complex.conj_im]
  ring
```

## The two polar reflections

For \(h=(1,1,1)\) we have \(\theta=3\pi/2\) and \(\sin\theta=-1\), hence

\[
|F(1,1,1)|^2-|F(-1,-1,-1)|^2=-64\operatorname{Im}(f_Af_B^*).
\]

Lean writes the angle as \(\pi/2+\pi\) to evaluate the sine.

```lean
/-- The intensities of the (1,1,1) and (-1,-1,-1) reflections of zincblende differ by
`-64 Im(fA conj fB)`. -/
theorem zincblende_polar_difference (fA fB : ℂ) :
    ‖zincblende fA fB ![1, 1, 1]‖ ^ 2 - ‖zincblende fA fB ![-1, -1, -1]‖ ^ 2
      = -64 * (fA * conj fB).im := by
  have hneg : (![-1, -1, -1] : Fin 3 → ℤ) = -![1, 1, 1] := by
    ext k
    fin_cases k <;> rfl
  have e : Real.pi * ((((![1, 1, 1] : Fin 3 → ℤ) 0 : ℤ) : ℝ)
      + ((![1, 1, 1] : Fin 3 → ℤ) 1 : ℤ) + ((![1, 1, 1] : Fin 3 → ℤ) 2 : ℤ)) / 2
      = Real.pi / 2 + Real.pi := by
    change Real.pi * (((1 : ℤ) : ℝ) + ((1 : ℤ) : ℝ) + ((1 : ℤ) : ℝ)) / 2 = _
    push_cast
    ring
  rw [hneg, zincblende_difference fA fB ![1, 1, 1] ⟨1, rfl⟩ ⟨1, rfl⟩, e,
    Real.sin_add_pi, Real.sin_pi_div_two]
  ring
```

If the amplitudes are equal, the left side vanishes and so does \(\operatorname{Im}(f_Af_B^*)\). Conversely, if that imaginary part vanishes, the squared amplitudes agree, and so do the amplitudes, being non-negative.

```lean
/-- The (1,1,1) and (-1,-1,-1) reflections of zincblende have equal amplitudes exactly when
`Im(fA conj fB)` vanishes. -/
theorem polar_faces_indistinguishable_iff (fA fB : ℂ) :
    ‖zincblende fA fB ![1, 1, 1]‖ = ‖zincblende fA fB ![-1, -1, -1]‖
      ↔ (fA * conj fB).im = 0 := by
  have d := zincblende_polar_difference fA fB
  constructor
  · intro e
    rw [e] at d
    linarith
  · intro e
    rw [e] at d
    exact (sq_eq_sq₀ (norm_nonneg _) (norm_nonneg _)).1 (by linarith)

end

end FriedelZincblende
```

```lean
#print axioms FriedelZincblende.friedel_amplitude
-- 'FriedelZincblende.friedel_amplitude' depends on axioms: [propext, Classical.choice, Quot.sound]
#print axioms FriedelZincblende.friedel_pair_difference
-- 'FriedelZincblende.friedel_pair_difference' depends on axioms: [propext, Classical.choice, Quot.sound]
#print axioms FriedelZincblende.centrosymmetric
-- 'FriedelZincblende.centrosymmetric' depends on axioms: [propext, Classical.choice, Quot.sound]
#print axioms FriedelZincblende.polar_faces_indistinguishable_iff
-- 'FriedelZincblende.polar_faces_indistinguishable_iff' depends on axioms: [propext, Classical.choice, Quot.sound]
```

Complex factors with different phases can break the equality of amplitudes. Take \(f_A=i\) and \(f_B=1\), values chosen for easy arithmetic and not those of gallium and arsenic. Then

\[
F(1,1,1)=4(i-i)=0,\qquad F(-1,-1,-1)=4(i+i)=8i,
\]

and the intensities are 0 and 64. Their difference is \(-64\), as the formula requires.

## Friedel pairs in a diffraction program

For kinematic scattering from a finite list of atoms at rest, the structure factor can be computed directly from its defining sum. With an array `f` of factors, an array `r` with one row of fractional coordinates per atom, and an index vector `h`, it reads in Python:

```python
F = (f * np.exp(2j * np.pi * (r @ h))).sum()
```

A program that computes half of the reflections and fills in the rest by conjugation relies on real factors. Once anomalous terms are included, conjugating \(F(h)\) does not in general give \(F(-h)\); evaluating the sum again, with the same `f` and the reversed `h`, does. The sign convention also has to be consistent: changing the sign in the exponent without conjugating the factors interchanges the two calculated intensities, and with them the assignment of the wafer's faces.
